# Exact half filling of the nearest-neighbour band on even meshes at zero chemical potential, and its failure on a three-point mesh

Sample the band of a d-dimensional hypercubic lattice with nearest-neighbour hopping t and zero on-site energy on a uniform mesh of N wavevectors per direction across the Brillouin zone, and fill it with Fermi-Dirac occupations at chemical potential μ = 0. If N is even, the mean occupation is exactly 1/2 at every temperature, wherever the mesh is placed. For a chain sampled at three wavevectors on the undisplaced mesh, which contains the wavevector zero, it is 1/2 only when βt = 0, where β is the inverse temperature, and at βt = log 2 it is 22/45.

The even case is an instance of a relation between opposite chemical potentials. Write n(μ) for the filling per spin, that is, the average occupation over the mesh. Then

n(μ) + n(−μ) = 1

for even N and for every smearing function f with f(x) + f(−x) = 1. This condition says that a level at energy x above the chemical potential is as full as a level at x below it is empty. It forces f(0) = 1/2, so a zero-temperature step function qualifies only if it half-fills a level lying exactly at μ.

For a non-interacting model with this one band, the result gives a check on a program's mesh and occupations: at μ = 0 an even mesh with Fermi-Dirac occupations must return half an electron per site and spin, while a departure on three undisplaced points need not be a bug. For t ≠ 0 the size of that departure tends to 1/6 at low temperature.

## Translation by half the mesh

Label the mesh points by r = (r_1, …, r_d), with each r_j an integer modulo N, and let s = (s_1, …, s_d) be a rigid displacement of the mesh, measured in mesh spacings. The band energy is

ε(r) = −2t Σ_j cos(2π(r_j + s_j)/N).

For even N, adding N/2 to r_j changes the phase of the j-th cosine by

2π(N/2)/N = π,

up to a multiple of 2π if r_j + N/2 has to be brought back into the range 0, …, N − 1. Since cos(θ + π) = −cos θ, each cosine changes sign. With h = (N/2, …, N/2), this gives

ε(r + h) = −ε(r).

The displacement s appears in both phases and has no effect on their difference.

The filling is

n(μ) = N^(−d) Σ_r f(ε(r) − μ).

Translation by h is a bijection of the mesh, so it may be used to relabel the sum for −μ:

n(−μ) = N^(−d) Σ_r f(ε(r) + μ)
= N^(−d) Σ_r f(ε(r + h) + μ)
= N^(−d) Σ_r f(−(ε(r) − μ)).

Adding n(μ) term by term gives f(x) + f(−x) = 1 at each of the N^d points, with x = ε(r) − μ. Hence n(μ) + n(−μ) = 1.

The Fermi function f(x) = 1/(1 + exp(βx)) satisfies the condition. With a = exp(βx) and b = exp(−βx), so that ab = 1,

1/(1 + a) + 1/(1 + b) = (2 + a + b)/(1 + a + b + ab) = 1.

Setting μ = 0 gives 2n(0) = 1.

## Three energies that do not balance

For N = 3, d = 1 and s = 0 the cosines are 1, −1/2 and −1/2, so the energies are −2t, t and t. They are not symmetric about zero unless t = 0. With x now standing for exp(βt), the occupations at μ = 0 are x²/(1 + x²) once and 1/(1 + x) twice, so that

n(0) = (1/3) [x²/(1 + x²) + 2/(1 + x)].

The departure from one half is

1/2 − n(0) = (1/3) [(1 − x²)/(2(1 + x²)) + (x − 1)/(1 + x)]
= (x − 1) [2(1 + x²) − (1 + x)²] / (6(1 + x)(1 + x²))
= (x − 1)³ / (6(1 + x)(1 + x²)).

The denominator is positive, so the departure vanishes only for x = 1, which means βt = 0. For x = 2 it equals 1/(6 · 3 · 5) = 1/90, and n(0) = 1/2 − 1/90 = 22/45.

The position of the mesh matters here. Displacing the three points by s = 3/4 gives the energies 0, √3 t and −√3 t, as one finds by evaluating the cosines, and these are symmetric about zero. An odd number of points therefore does not by itself destroy half filling.

## The band, the occupation and the filling in Lean

A mesh point is a function `Fin d → ZMod N`: one integer modulo N for each of the d directions.

```lean
import Mathlib

open scoped Real

namespace ParticleHoleMesh

noncomputable section
```

In `band`, the expression `(r j).val` is the representative of r_j between 0 and N − 1, and `s j` is the displacement in that direction. The phase 2π(r_j + s_j)/N is the j-th component of the wavevector times the lattice constant. The on-site energy is zero, which fixes the origin from which μ is measured.

```lean
/-- The nearest-neighbour tight-binding band with hopping `t`, at the point `r` of a mesh with
`N ≥ 1` points per direction, the whole mesh being displaced by `s` mesh spacings. -/
def band {N d : ℕ} (t : ℝ) (s : Fin d → ℝ) (r : Fin d → ZMod N) : ℝ :=
  -2 * t * ∑ j, Real.cos (2 * π * (((r j).val : ℝ) + s j) / (N : ℝ))
```

The Fermi function takes the energy relative to the chemical potential. Both β and t range over all real numbers, so the physical case β > 0 is included without being assumed.

```lean
/-- The Fermi-Dirac occupation at inverse temperature `β` of a level with energy `x` measured
from the chemical potential. -/
def fermi (β x : ℝ) : ℝ := 1 / (1 + Real.exp (β * x))
```

The filling is the sum of the occupations divided by N^d. It counts one spin species, so half filling means the value 1/2. The chemical potential is an input; no equation for the electron number is solved.

```lean
/-- The filling per spin: the average over the mesh of the occupation `f` at chemical
potential `μ`, for `N ≥ 1`. -/
def filling (N : ℕ) [NeZero N] {d : ℕ} (f : ℝ → ℝ) (t μ : ℝ) (s : Fin d → ℝ) : ℝ :=
  (∑ r : Fin d → ZMod N, f (band t s r - μ)) / (N : ℝ) ^ d
```

These definitions describe a single band with the same N in every direction. Hopping to second neighbours on the same sublattice, for example, would add terms that do not change sign under the translation by h.

## The sign change of one cosine

The first theorem is the phase argument for one direction. The two representatives, `v` for the translated point and `w` for the original one, satisfy v + Nq = w + N/2 for some natural number q, which records the return to the range 0, …, N − 1. The proof obtains q by division with remainder and transfers the equation to the real numbers. The step `hangle` then states that the new phase is the old one plus π minus 2πq, and the last line applies the periodicity of the cosine and cos(θ + π) = −cos θ.

```lean
/-- On a mesh with an even number of points, moving by half the mesh reverses the sign of
the cosine. -/
theorem cos_half_mesh {N : ℕ} [NeZero N] (hN : Even N) (x : ZMod N) (s : ℝ) :
    Real.cos (2 * π * (((x + ((N / 2 : ℕ) : ZMod N)).val : ℝ) + s) / (N : ℝ))
      = -Real.cos (2 * π * ((x.val : ℝ) + s) / (N : ℝ)) := by
  obtain ⟨m, hm⟩ := hN
  have hhalf : N / 2 = m := by omega
  rw [hhalf]
  -- the representative of the translated point, up to a whole number of periods
  obtain ⟨q, hq⟩ : ∃ q : ℕ, (x + (m : ZMod N)).val + N * q = x.val + m :=
    ⟨(x.val + m) / N, by
      rw [ZMod.val_add, ZMod.val_natCast, Nat.add_mod_mod]
      exact Nat.mod_add_div _ _⟩
  generalize (x + (m : ZMod N)).val = v at hq ⊢
  generalize x.val = w at hq ⊢
  have hqR : (v : ℝ) + N * q = w + m := by exact_mod_cast hq
  have hmR : (N : ℝ) = m + m := by exact_mod_cast hm
  have hv : (v : ℝ) = w + N / 2 - N * q := by linarith
  have hinv : (N : ℝ) * (N : ℝ)⁻¹ = 1 :=
    mul_inv_cancel₀ (Nat.cast_ne_zero.mpr (NeZero.ne N))
  have hangle : 2 * π * ((v : ℝ) + s) / (N : ℝ)
      = 2 * π * ((w : ℝ) + s) / (N : ℝ) + π - q * (2 * π) := by
    linear_combination (2 * π / (N : ℝ)) * hv + (π - 2 * π * q) * hinv
  rw [hangle, Real.cos_sub_nat_mul_two_pi, Real.cos_add_pi]
```

Summing over directions gives ε(r + h) = −ε(r). In the Lean statement the translated point is written out as a function of `j`.

```lean
/-- For even `N`, translation by half the mesh in every direction reverses the band energy,
whatever the displacement of the mesh. -/
theorem band_half_mesh {N d : ℕ} [NeZero N] (hN : Even N) (t : ℝ) (s : Fin d → ℝ)
    (r : Fin d → ZMod N) :
    band t s (fun j => r j + ((N / 2 : ℕ) : ZMod N)) = -band t s r := by
  simp only [band, cos_half_mesh hN, Finset.sum_neg_distrib]
  ring
```

## From opposite energies to complementary fillings

The next lemma is the identity for the Fermi function. Its hypothesis-free statement holds for all real β and x. The equation `h` is ab = 1; after the two fractions are put over a common denominator, it is what makes numerator and denominator equal.

```lean
/-- The Fermi-Dirac occupations of two levels placed symmetrically about the chemical potential
add up to one. -/
theorem fermi_add_fermi_neg (β x : ℝ) : fermi β x + fermi β (-x) = 1 := by
  have h : Real.exp (β * x) * Real.exp (β * -x) = 1 := by
    rw [← Real.exp_add, show β * x + β * -x = 0 by ring, Real.exp_zero]
  have h1 := Real.exp_pos (β * x)
  have h2 := Real.exp_pos (β * -x)
  unfold fermi
  rw [div_add_div _ _ (by positivity) (by positivity), div_eq_one_iff_eq (by positivity)]
  linear_combination -h
```

The general theorem takes an arbitrary `f` with the hypothesis `hf`, which is the symmetry f(x) + f(−x) = 1. The bijection `e` is translation by h, with subtraction of h as its inverse, and `he` says that it reverses the band. The equation that the code calls `h`, which is not the translation h, is the relabelled sum for −μ; `Fintype.sum_equiv` carries out the relabelling. The two sums are then joined into one, `hf` turns every term into 1, and `hcard` supplies the number of mesh points, N^d.

```lean
/-- Particle-hole symmetry of the sampled band: for even `N` and any smearing with
`f x + f (-x) = 1`, the fillings at chemical potentials `μ` and `-μ` add up to one. -/
theorem filling_add_filling_neg {N d : ℕ} [NeZero N] (hN : Even N) (f : ℝ → ℝ)
    (hf : ∀ x, f x + f (-x) = 1) (t μ : ℝ) (s : Fin d → ℝ) :
    filling N f t μ s + filling N f t (-μ) s = 1 := by
  -- relabel the second sum by the translation that reverses the band
  let e : (Fin d → ZMod N) ≃ (Fin d → ZMod N) :=
    { toFun := fun r j => r j + ((N / 2 : ℕ) : ZMod N)
      invFun := fun r j => r j - ((N / 2 : ℕ) : ZMod N)
      left_inv := fun r => funext fun j => add_sub_cancel_right (r j) _
      right_inv := fun r => funext fun j => sub_add_cancel (r j) _ }
  have he : ∀ r, band t s (e r) = -band t s r := fun r => band_half_mesh hN t s r
  have h : ∑ r : Fin d → ZMod N, f (band t s r - -μ)
      = ∑ r : Fin d → ZMod N, f (-(band t s r - μ)) := by
    symm
    apply Fintype.sum_equiv e
    intro r
    rw [he r, show -band t s r - -μ = -(band t s r - μ) by ring]
  have hcard : Fintype.card (Fin d → ZMod N) = N ^ d := by simp [ZMod.card]
  have hN0 : (N : ℝ) ≠ 0 := Nat.cast_ne_zero.mpr (NeZero.ne N)
  unfold filling
  rw [h, ← add_div, ← Finset.sum_add_distrib]
  simp only [hf]
  rw [Finset.sum_const, Finset.card_univ, hcard, nsmul_eq_mul, mul_one, Nat.cast_pow,
    div_self (pow_ne_zero _ hN0)]
```

Half filling follows by taking `fermi β` for `f` and 0 for μ. The two fillings are then the same number, and their sum is 1.

```lean
/-- On every mesh with even `N`, displaced or not, the Fermi-Dirac filling at zero chemical
potential is exactly one half. -/
theorem half_filling {N d : ℕ} [NeZero N] (hN : Even N) (β t : ℝ) (s : Fin d → ℝ) :
    filling N (fermi β) t 0 s = 1 / 2 := by
  have h := filling_add_filling_neg hN (fermi β) (fermi_add_fermi_neg β) t 0 s
  rw [neg_zero] at h
  linarith
```

## The three-point chain in closed form

The formula for N = 3 is stated for the undisplaced mesh, which is why the displacement is `(0 : Fin 1 → ℝ)`. The "three-point chain" of the docstrings is the chain sampled at these three wavevectors. It is not an open chain of three sites, whose levels 0 and ±√2 t are symmetric about zero. First `hsum` writes a sum over the mesh as three terms. The steps `c0`, `c1` and `c2` evaluate the cosines, and `e0`, `e1` and `e2` give the energies −2t, t and t. The exponential for the lowest of these levels when t > 0 is rewritten by `hexp` as the inverse square of exp(βt). From there on exp(βt) is replaced by a positive variable `x`, `hA` puts the first occupation in the form x²/(1 + x²), and the remaining identity between rational functions is settled by `field_simp` and `ring`.

```lean
/-- The Fermi-Dirac filling of the chain sampled at three undisplaced points, at zero chemical
potential, in closed form. -/
theorem three_point_filling (β t : ℝ) :
    filling 3 (fermi β) t 0 (0 : Fin 1 → ℝ) = 1 / 2 - (Real.exp (β * t) - 1) ^ 3 /
      (6 * ((1 + Real.exp (β * t)) * (1 + Real.exp (β * t) ^ 2))) := by
  have hsum : ∀ g : (Fin 1 → ZMod 3) → ℝ,
      ∑ r, g r = g (fun _ => 0) + g (fun _ => 1) + g (fun _ => 2) := by
    intro g
    let e : ZMod 3 ≃ (Fin 1 → ZMod 3) :=
      ⟨fun x _ => x, fun r => r 0, fun _ => rfl,
        fun r => funext fun i => congrArg r (Subsingleton.elim 0 i)⟩
    exact (Equiv.sum_comp e g).symm.trans
      (Fin.sum_univ_three (fun i : Fin 3 => g (fun _ => i)))
  have v0 : (0 : ZMod 3).val = 0 := rfl
  have v1 : (1 : ZMod 3).val = 1 := rfl
  have v2 : (2 : ZMod 3).val = 2 := rfl
  have c0 : Real.cos (2 * π * (0 + 0) / 3) = 1 := by simp
  have c1 : Real.cos (2 * π * (1 + 0) / 3) = -(1 / 2) := by
    rw [show 2 * π * (1 + 0) / 3 = π - π / 3 by ring, Real.cos_pi_sub, Real.cos_pi_div_three]
  have c2 : Real.cos (2 * π * (2 + 0) / 3) = -(1 / 2) := by
    rw [show 2 * π * (2 + 0) / 3 = π / 3 + π by ring, Real.cos_add_pi, Real.cos_pi_div_three]
  -- the three band energies
  have e0 : band t (0 : Fin 1 → ℝ) (fun _ => (0 : ZMod 3)) = -2 * t := by
    simp only [band, Finset.univ_unique, Finset.sum_singleton, v0, Pi.zero_apply,
      Nat.cast_zero, Nat.cast_ofNat, c0]
    ring
  have e1 : band t (0 : Fin 1 → ℝ) (fun _ => (1 : ZMod 3)) = t := by
    simp only [band, Finset.univ_unique, Finset.sum_singleton, v1, Pi.zero_apply,
      Nat.cast_one, Nat.cast_ofNat, c1]
    ring
  have e2 : band t (0 : Fin 1 → ℝ) (fun _ => (2 : ZMod 3)) = t := by
    simp only [band, Finset.univ_unique, Finset.sum_singleton, v2, Pi.zero_apply,
      Nat.cast_ofNat, c2]
    ring
  have hexp : Real.exp (β * (-2 * t)) = (Real.exp (β * t) ^ 2)⁻¹ := by
    rw [← Real.exp_nat_mul, ← Real.exp_neg]
    congr 1
    push_cast
    ring
  rw [filling, hsum, e0, e1, e2]
  simp only [fermi, sub_zero, hexp, Nat.cast_ofNat, pow_one]
  have hx := Real.exp_pos (β * t)
  generalize Real.exp (β * t) = x at hx ⊢
  have hA : 1 / (1 + (x ^ 2)⁻¹) = x ^ 2 / (1 + x ^ 2) := by
    have hi : x ^ 2 * (x ^ 2)⁻¹ = 1 := mul_inv_cancel₀ (by positivity)
    rw [div_eq_div_iff (by positivity) (by positivity)]
    linear_combination -hi
  have h1 : 1 + x ≠ 0 := by positivity
  have h2 : 1 + x ^ 2 ≠ 0 := by positivity
  rw [hA]
  field_simp
  ring
```

The cubic numerator decides when half filling survives. If the filling is 1/2, the fraction in the closed formula is zero. Its denominator is positive, so (exp(βt) − 1)³ = 0, hence exp(βt) = 1 and βt = 0. Conversely, βt = 0 makes the fraction vanish. Physically this is either the infinite-temperature limit, β = 0, or a band without dispersion, t = 0.

```lean
/-- With Fermi-Dirac occupations at zero chemical potential, the undisplaced three-point chain is
half filled if and only if `β * t = 0`. -/
theorem three_point_half_filling_iff (β t : ℝ) :
    filling 3 (fermi β) t 0 (0 : Fin 1 → ℝ) = 1 / 2 ↔ β * t = 0 := by
  rw [three_point_filling]
  constructor
  · intro h
    have hx := Real.exp_pos (β * t)
    have h0 : (Real.exp (β * t) - 1) ^ 3 /
        (6 * ((1 + Real.exp (β * t)) * (1 + Real.exp (β * t) ^ 2))) = 0 := by linarith
    rcases div_eq_zero_iff.mp h0 with h3 | h3
    · have h4 := eq_zero_of_pow_eq_zero h3
      exact Real.exp_eq_one_iff _ |>.mp (by linarith)
    · exact absurd h3 (by positivity)
  · intro h
    rw [h, Real.exp_zero]
    norm_num
```

The numerical value needs only the product βt, so the last theorem takes `β * t = Real.log 2` as its hypothesis and leaves β and t otherwise free. Substituting exp(βt) = 2 into the closed formula reduces the claim to arithmetic with fractions.

```lean
/-- At `β * t = log 2` and zero chemical potential the undisplaced three-point chain has Fermi-Dirac
filling `22/45`. -/
theorem three_point_filling_log_two (β t : ℝ) (h : β * t = Real.log 2) :
    filling 3 (fermi β) t 0 (0 : Fin 1 → ℝ) = 22 / 45 := by
  rw [three_point_filling, h, Real.exp_log (by norm_num)]
  norm_num

end

end ParticleHoleMesh
```

```lean
#print axioms ParticleHoleMesh.half_filling
#print axioms ParticleHoleMesh.three_point_half_filling_iff
#print axioms ParticleHoleMesh.three_point_filling_log_two
```

```
'ParticleHoleMesh.half_filling' depends on axioms: [propext, Classical.choice, Quot.sound]
'ParticleHoleMesh.three_point_half_filling_iff' depends on axioms: [propext, Classical.choice, Quot.sound]
'ParticleHoleMesh.three_point_filling_log_two' depends on axioms: [propext, Classical.choice, Quot.sound]
```
